# Radial potentials matched at one energy match at another exactly when their normalized overlaps agree

Take two free radial waves, $\sin r$ and $\sin(r/2)$, and compare their logarithmic derivatives at $R=\pi/2$. The first gives $\cot(\pi/2)=0$ and the second gives $\tfrac12\cot(\pi/4)=\tfrac12$, so the difference is $-\tfrac12$. The same number comes out of an integral over the interior. The energies $k^2/2$ are $\tfrac12$ and $\tfrac18$, the overlap $\int_0^{R}\sin r\,\sin(r/2)\,dr$ is $\sqrt2/3$, and dividing it by the boundary values $1\cdot\sqrt2/2$ gives $\tfrac23$. Then $-2\cdot\tfrac38\cdot\tfrac23=-\tfrac12$.

I believe this holds in any radial potential: for solutions $u,u_0$ of $-y''/2+Vy=Ey$ at energies $E,E_0$ that have continuous first derivatives on $[0,R]$ and vanish at the origin but not at $R$,
$$\frac{u'(R)}{u(R)}-\frac{u_0'(R)}{u_0(R)}=-2(E-E_0)\,\frac{\int_0^R u\,u_0\,dr}{u(R)\,u_0(R)}.$$
It should follow that two potentials whose logarithmic derivatives match at $E_0$ also match at another energy $E$ if and only if these normalized overlaps agree. Can this be made rigorous and checked by machine, including the limit $E\to E_0$ that leads to norm conservation?

## The Wronskian turns an energy difference into an overlap

Yes. Set $W=u'u_0-u\,u_0'$. The first-derivative products cancel in $W'$, and the Schrödinger equation gives $u''=2(V-E)u$ and $u_0''=2(V-E_0)u_0$, so
$$W'=u''u_0-u\,u_0''=2(V-E)\,u\,u_0-2(V-E_0)\,u\,u_0=-2(E-E_0)\,u\,u_0 .$$
The potential has dropped out. Since $u(0)=u_0(0)=0$ and the first derivatives are finite there, $W(0)=0$. Integration gives
$$W(R)=-2(E-E_0)\int_0^R u\,u_0\,dr .$$
Dividing by $u(R)u_0(R)$ gives your identity. Write $L$ for a logarithmic derivative at $R$ and $N(u,u_0)$ for the normalized overlap, so that it reads $L(u)-L(u_0)=-2(E-E_0)N(u,u_0)$.

Now let $w,w_0$ be solutions at $E,E_0$ in a second potential, also nonzero at $R$. Subtract the two identities and use $L(u_0)=L(w_0)$:
$$L(u)-L(w)=-2(E-E_0)\,\bigl[N(u,u_0)-N(w,w_0)\bigr].$$
For $E\neq E_0$ the prefactor is nonzero, so the left side vanishes exactly when the overlaps agree. At $E=E_0$ the equivalence would fail: the logarithmic derivatives match whatever the norms are.

For the limit, take a family $u_E$ that is continuous in energy and radius together, with $u_{E_0}(R)\neq0$. Then $u_E(R)\neq0$ for $E$ near $E_0$, and for such $E\neq E_0$
$$\frac{L(u_E)-L(u_{E_0})}{E-E_0}=-2N(u_E,u_{E_0})\;\longrightarrow\;-2\,\frac{\int_0^R u_{E_0}^2\,dr}{u_{E_0}(R)^2}.$$
The mismatch between two potentials therefore has zero energy derivative at $E_0$ exactly when their normalized norms agree. If the two solutions also have equal amplitude at $R$, this is equality of the norms inside the sphere, the norm-conservation condition.

## Radial solutions and matching in Lean

`RadialSolution V E R` packages a function `u` with its derivatives `du` and `ddu`. The equation is required on the open interval $(0,R)$, while `u` and `du` are continuous on $[0,R]$. This covers solutions that are twice continuously differentiable on $[0,R]$. It also admits potentials singular at the origin, because the equation is not imposed there: a Coulomb term is allowed, and so is a centrifugal term included in `V`. A potential that jumps inside the sphere, such as a square well with its edge at $r<R$, is not covered unless the solution vanishes at the jump, because `hasDeriv_du` asks for a second derivative at every interior point. The identity still holds for such a well, since $W$ is continuous across the edge, but the Lean theorems do not state it. Units are atomic, with kinetic energy $-\tfrac12 d^2/dr^2$ acting on the radial function already multiplied by $r$. All functions are real.

`boundaryLogDeriv` is $L$ and `normalizedOverlap` is $N$. In the theorems on two potentials, `φ` and `φ0` are $u$ and $u_0$, while `χ` and `χ0` are $w$ and $w_0$. The symbol `V'` names the second potential and is not a derivative of `V`.

- `logDeriv_difference` is the identity for one potential, with $R>0$ and both boundary values nonzero.
- `match_iff_overlap_eq` is the equivalence for two potentials, with `hE : E ≠ E0` and `hmatch` for the match at $E_0$.
- `hasDerivAt_logDeriv` gives the energy derivative for a family `Φ` with one solution at every real energy.
- `stationary_mismatch_iff_norm_eq` compares two such families. It does not need them to be matched at $E_0$.

The joint continuity of the families, `hΦ` and `hX`, is assumed and not derived from the differential equation. Physically it says that the normalization of the solution is chosen without jumps as the energy varies. The potentials are local and independent of energy, so separable norm-conserving pseudopotentials, which use nonlocal projectors, are not covered, and neither are the projectors and augmentation charges of ultrasoft and PAW methods.

Within one angular-momentum channel of such a local potential, $u\,u_0$ is a radial pair density of the kind that enters GW and RPA matrix elements; once two potentials match at $E_0$, matching at another energy $E\neq E_0$ is the same condition as agreement of the pair density integrated from $0$ to $R$, with each solution scaled to one at $R$.

```lean
import Mathlib

open Set Filter Topology

namespace LogDerivativeMatching

noncomputable section

/-- A radial solution of `-u''/2 + V u = E u` on `(0, R)` that vanishes at the origin,
with `u` and `u'` continuous up to the endpoints; `du` and `ddu` are `u'` and `u''`. -/
structure RadialSolution (V : ℝ → ℝ) (E R : ℝ) where
  u : ℝ → ℝ
  du : ℝ → ℝ
  ddu : ℝ → ℝ
  u_cont : ContinuousOn u (Icc 0 R)
  du_cont : ContinuousOn du (Icc 0 R)
  hasDeriv_u : ∀ r ∈ Ioo 0 R, HasDerivAt u (du r) r
  hasDeriv_du : ∀ r ∈ Ioo 0 R, HasDerivAt du (ddu r) r
  schrodinger : ∀ r ∈ Ioo 0 R, -ddu r / 2 + V r * u r = E * u r
  origin : u 0 = 0

variable {V V' : ℝ → ℝ} {E E0 R : ℝ}

/-- The logarithmic derivative `u'(R) / u(R)` at the matching radius. -/
def boundaryLogDeriv (φ : RadialSolution V E R) : ℝ := φ.du R / φ.u R

/-- The overlap of two radial solutions inside the sphere, each scaled to one at `R`. -/
def normalizedOverlap (φ : RadialSolution V E R) (ψ : RadialSolution V E0 R) : ℝ :=
  (∫ r in (0 : ℝ)..R, φ.u r * ψ.u r) / (φ.u R * ψ.u R)

/-- The Wronskian at `R` of two solutions in the same potential is `-2 (E - E0)` times
their overlap inside the sphere. -/
theorem wronskian_eq_overlap (hR : 0 < R)
    (φ : RadialSolution V E R) (ψ : RadialSolution V E0 R) :
    φ.du R * ψ.u R - φ.u R * ψ.du R
      = -2 * (E - E0) * ∫ r in (0 : ℝ)..R, φ.u r * ψ.u r := by
  have hint : IntervalIntegrable (fun r => -2 * (E - E0) * (φ.u r * ψ.u r))
      MeasureTheory.volume 0 R :=
    ContinuousOn.intervalIntegrable_of_Icc hR.le
      (continuousOn_const.mul (φ.u_cont.mul ψ.u_cont))
  have hcont : ContinuousOn (fun r => φ.du r * ψ.u r - φ.u r * ψ.du r) (Icc 0 R) :=
    (φ.du_cont.mul ψ.u_cont).sub (φ.u_cont.mul ψ.du_cont)
  -- the potential cancels in the derivative of the Wronskian
  have hder : ∀ r ∈ Ioo 0 R, HasDerivAt (fun r => φ.du r * ψ.u r - φ.u r * ψ.du r)
      (-2 * (E - E0) * (φ.u r * ψ.u r)) r := by
    intro r hr
    refine (((φ.hasDeriv_du r hr).fun_mul (ψ.hasDeriv_u r hr)).fun_sub
      ((φ.hasDeriv_u r hr).fun_mul (ψ.hasDeriv_du r hr))).congr_deriv ?_
    linear_combination (-2) * ψ.u r * φ.schrodinger r hr + 2 * φ.u r * ψ.schrodinger r hr
  have h := intervalIntegral.integral_eq_sub_of_hasDerivAt_of_le hR.le hcont hder hint
  rw [intervalIntegral.integral_const_mul] at h
  simp only [φ.origin, ψ.origin, mul_zero, zero_mul, sub_zero] at h
  exact h.symm

/-- The logarithmic derivatives at two energies differ by `-2 (E - E0)` times the
normalized overlap of the two solutions. -/
theorem logDeriv_difference (hR : 0 < R)
    (φ : RadialSolution V E R) (ψ : RadialSolution V E0 R)
    (hφ : φ.u R ≠ 0) (hψ : ψ.u R ≠ 0) :
    boundaryLogDeriv φ - boundaryLogDeriv ψ = -2 * (E - E0) * normalizedOverlap φ ψ := by
  unfold boundaryLogDeriv normalizedOverlap
  rw [div_sub_div _ _ hφ hψ, wronskian_eq_overlap hR φ ψ, mul_div_assoc]

/-- For two potentials matched at `E0`, the mismatch of logarithmic derivatives at `E` is
`-2 (E - E0)` times the difference of the normalized overlaps. -/
theorem mismatch_eq (hR : 0 < R)
    (φ : RadialSolution V E R) (φ0 : RadialSolution V E0 R)
    (χ : RadialSolution V' E R) (χ0 : RadialSolution V' E0 R)
    (hφ : φ.u R ≠ 0) (hφ0 : φ0.u R ≠ 0) (hχ : χ.u R ≠ 0) (hχ0 : χ0.u R ≠ 0)
    (hmatch : boundaryLogDeriv φ0 = boundaryLogDeriv χ0) :
    boundaryLogDeriv φ - boundaryLogDeriv χ
      = -2 * (E - E0) * (normalizedOverlap φ φ0 - normalizedOverlap χ χ0) := by
  linear_combination logDeriv_difference hR φ φ0 hφ hφ0
    - logDeriv_difference hR χ χ0 hχ hχ0 + hmatch

/-- Two potentials whose logarithmic derivatives match at `E0` also match at another
energy `E` if and only if their normalized overlaps between `E` and `E0` agree. -/
theorem match_iff_overlap_eq (hR : 0 < R) (hE : E ≠ E0)
    (φ : RadialSolution V E R) (φ0 : RadialSolution V E0 R)
    (χ : RadialSolution V' E R) (χ0 : RadialSolution V' E0 R)
    (hφ : φ.u R ≠ 0) (hφ0 : φ0.u R ≠ 0) (hχ : χ.u R ≠ 0) (hχ0 : χ0.u R ≠ 0)
    (hmatch : boundaryLogDeriv φ0 = boundaryLogDeriv χ0) :
    boundaryLogDeriv φ = boundaryLogDeriv χ
      ↔ normalizedOverlap φ φ0 = normalizedOverlap χ χ0 := by
  have h := mismatch_eq hR φ φ0 χ χ0 hφ hφ0 hχ hχ0 hmatch
  have hc : -2 * (E - E0) ≠ 0 := mul_ne_zero (by norm_num) (sub_ne_zero.mpr hE)
  rw [← sub_eq_zero, h, mul_eq_zero, or_iff_right hc, sub_eq_zero]

/-- For solutions depending continuously on energy and radius, the energy derivative of
the logarithmic derivative at `E0` is `-2` times the normalized norm inside the sphere. -/
theorem hasDerivAt_logDeriv (hR : 0 < R) (Φ : ∀ E, RadialSolution V E R)
    (hΦ : ContinuousOn (fun p : ℝ × ℝ => (Φ p.1).u p.2) (univ ×ˢ Icc 0 R))
    (h0 : (Φ E0).u R ≠ 0) :
    HasDerivAt (fun E => boundaryLogDeriv (Φ E))
      (-2 * normalizedOverlap (Φ E0) (Φ E0)) E0 := by
  have hb : Continuous (fun E => (Φ E).u R) :=
    hΦ.comp_continuous (f := fun E : ℝ => (E, R)) (by fun_prop)
      (fun E => ⟨mem_univ _, hR.le, le_rfl⟩)
  -- clamp the radius to the sphere, so that the integrand is continuous everywhere
  have hg : Continuous (fun p : ℝ × ℝ => (Φ p.1).u (max 0 (min R p.2))) :=
    hΦ.comp_continuous (f := fun p : ℝ × ℝ => (p.1, max 0 (min R p.2))) (by fun_prop)
      (fun p => ⟨mem_univ _, le_max_left _ _, max_le hR.le (min_le_left _ _)⟩)
  have hg0 : Continuous (fun p : ℝ × ℝ => (Φ E0).u (max 0 (min R p.2))) :=
    hg.comp (continuous_const.prodMk continuous_snd : Continuous fun p : ℝ × ℝ => (E0, p.2))
  have hI : Continuous (fun E => ∫ r in (0 : ℝ)..R, (Φ E).u r * (Φ E0).u r) := by
    have h := intervalIntegral.continuous_parametric_intervalIntegral_of_continuous'
      (μ := MeasureTheory.volume)
      (f := fun E r => (Φ E).u (max 0 (min R r)) * (Φ E0).u (max 0 (min R r)))
      (hg.mul hg0) 0 R
    convert h using 2 with E
    apply intervalIntegral.integral_congr
    intro r hr
    rw [uIcc_of_le hR.le] at hr
    simp only [min_eq_right hr.2, max_eq_right hr.1]
  have hov : ContinuousAt (fun E => -2 * normalizedOverlap (Φ E) (Φ E0)) E0 :=
    continuousAt_const.mul (hI.continuousAt.div
      (hb.continuousAt.mul continuousAt_const) (mul_ne_zero h0 h0))
  -- the difference quotient is exactly `-2` times the normalized overlap
  rw [hasDerivAt_iff_tendsto_slope]
  refine (hov.tendsto.mono_left nhdsWithin_le_nhds).congr' ?_
  filter_upwards [self_mem_nhdsWithin,
    (hb.continuousAt.eventually_ne h0).filter_mono nhdsWithin_le_nhds] with E hE hu
  have hE' : E - E0 ≠ 0 := sub_ne_zero.mpr hE
  rw [slope_def_field, logDeriv_difference hR (Φ E) (Φ E0) hu h0, eq_div_iff hE']
  ring

/-- The mismatch of logarithmic derivatives between two potentials is stationary in energy
at `E0` if and only if the normalized norms inside the sphere agree. -/
theorem stationary_mismatch_iff_norm_eq (hR : 0 < R)
    (Φ : ∀ E, RadialSolution V E R) (X : ∀ E, RadialSolution V' E R)
    (hΦ : ContinuousOn (fun p : ℝ × ℝ => (Φ p.1).u p.2) (univ ×ˢ Icc 0 R))
    (hX : ContinuousOn (fun p : ℝ × ℝ => (X p.1).u p.2) (univ ×ˢ Icc 0 R))
    (hΦ0 : (Φ E0).u R ≠ 0) (hX0 : (X E0).u R ≠ 0) :
    HasDerivAt (fun E => boundaryLogDeriv (Φ E) - boundaryLogDeriv (X E)) 0 E0
      ↔ normalizedOverlap (Φ E0) (Φ E0) = normalizedOverlap (X E0) (X E0) := by
  have h := (hasDerivAt_logDeriv hR Φ hΦ hΦ0).fun_sub (hasDerivAt_logDeriv hR X hX hX0)
  constructor
  · intro hz
    have := hz.unique h
    linarith
  · intro hn
    exact h.congr_deriv (by rw [hn]; ring)

/-- The free radial wave `sin (k r)`, with energy `k² / 2` in zero potential. -/
def freeWave (k R : ℝ) : RadialSolution (fun _ => 0) (k ^ 2 / 2) R where
  u r := Real.sin (k * r)
  du r := k * Real.cos (k * r)
  ddu r := -k ^ 2 * Real.sin (k * r)
  u_cont := by fun_prop
  du_cont := by fun_prop
  hasDeriv_u r _ := by
    have h : HasDerivAt (fun x : ℝ => k * x) k r := by
      simpa using (hasDerivAt_id r).const_mul k
    exact h.sin.congr_deriv (by ring)
  hasDeriv_du r _ := by
    have h : HasDerivAt (fun x : ℝ => k * x) k r := by
      simpa using (hasDerivAt_id r).const_mul k
    exact (h.cos.const_mul k).congr_deriv (by ring)
  schrodinger r _ := by ring
  origin := by simp

/-- For two free waves the difference of logarithmic derivatives is `-(k² - q²)` times
the normalized overlap of the two sines. -/
theorem freeWave_witness {k q : ℝ} (hR : 0 < R)
    (hk : Real.sin (k * R) ≠ 0) (hq : Real.sin (q * R) ≠ 0) :
    boundaryLogDeriv (freeWave k R) - boundaryLogDeriv (freeWave q R)
      = -(k ^ 2 - q ^ 2) * ((∫ r in (0 : ℝ)..R, Real.sin (k * r) * Real.sin (q * r))
          / (Real.sin (k * R) * Real.sin (q * R))) := by
  rw [logDeriv_difference hR (freeWave k R) (freeWave q R) hk hq]
  simp only [normalizedOverlap, freeWave]
  ring

end

end LogDerivativeMatching
```

```lean
#print axioms LogDerivativeMatching.match_iff_overlap_eq
#print axioms LogDerivativeMatching.stationary_mismatch_iff_norm_eq
```

```
'LogDerivativeMatching.match_iff_overlap_eq' depends on axioms: [propext, Classical.choice, Quot.sound]
'LogDerivativeMatching.stationary_mismatch_iff_norm_eq' depends on axioms: [propext, Classical.choice, Quot.sound]
```

## From the cancelled potential to the energy derivative

`wronskian_eq_overlap` carries the physics. Its step `hder` differentiates $W$ by the product rule. The `linear_combination` then adds $-2u_0$ times the equation for $u$ to $2u$ times the equation for $u_0$, which is where $V$ cancels. The version of the fundamental theorem of calculus used here needs continuity of $W$ on the closed interval, its derivative only in the interior, and an integrable derivative. That is why the structure can leave the equation unspecified at the origin. The two `origin` conditions remove the lower boundary term.

`logDeriv_difference` puts the two fractions over a common denominator and substitutes the Wronskian. `mismatch_eq` subtracts two copies of that identity and adds the matching condition. `match_iff_overlap_eq` then cancels the nonzero factor $-2(E-E_0)$.

In `hasDerivAt_logDeriv`, most of the work is the continuity of the overlap integral in $E$. The Mathlib theorem for integrals with a parameter asks for an integrand continuous at all radii, whereas the family is controlled only on $[0,R]$. The proof therefore replaces $r$ by $\max(0,\min(R,r))$, which changes nothing inside the sphere. Dividing by the boundary values preserves continuity at $E_0$, where they are nonzero. The derivative is then expressed as the limit of the difference quotient, and `logDeriv_difference` identifies that quotient with $-2N(u_E,u_{E_0})$ at every nearby energy other than $E_0$ itself.

`stationary_mismatch_iff_norm_eq` subtracts the two energy derivatives. If the mismatch has derivative zero, uniqueness of the derivative forces the norms to agree; if the norms agree, the computed derivative is zero.

Finally, `freeWave` builds $\sin(kr)$ as a radial solution in zero potential with energy $k^2/2$, and `freeWave_witness` specializes the identity to wave numbers $k$ and $q$. Your opening example is $k=1$, $q=\tfrac12$, $R=\pi/2$, where the prefactor $-(k^2-q^2)$ equals $-\tfrac34$.
